# Two uncoupled diagonalisable subsystems have only product eigenvectors exactly when degenerate level pairs share an index

After diagonalising the Hamiltonian of two uncoupled subsystems, a code may reshape each eigenvector into a matrix, with one subsystem's index on the rows and the other's on the columns, and read off one state per subsystem. This recovers the eigenvector only if it is a product vector, with amplitudes ψ(i,j) = u_i v_j.

Let the subsystem Hamiltonians A and B be finite and diagonalisable, with levels a_i and b_j, a degenerate level being listed once for each of its independent eigenvectors, and let

H = A⊗1 + 1⊗B.

Every eigenvector of H is a product vector if and only if

a_i + b_j = a_k + b_l always forces i = k or j = l.

For such non-interacting, finite systems, entangled energy eigenstates therefore require two degenerate level pairs that differ in both indices.

## Reading subsystem states from an eigenvector

Take two two-level systems with levels a = (0, 1) and b = (0, 2). The sums for the pairs 00, 01, 10, 11 are 0, 2, 1, 3. They are all different, and every reshaped eigenvector has rank one.

With b = (0, 1) the sums are 0, 1, 1, 2. In the degenerate space the solver may return (0, 1, 1, 0)/√2. Its reshaped matrix has two singular values equal to 1/√2, so keeping only one singular pair discards half of the squared norm.

## From vanishing minors to the degeneracy condition

A vector ψ is a product exactly when all its 2×2 minors vanish:

ψ(i,j) ψ(k,l) = ψ(i,l) ψ(k,j).

Products clearly satisfy this. Conversely, the zero vector is a product with zero factors. If some ψ(p,q) ≠ 0, set u_i = ψ(i,q) and v_j = ψ(p,j)/ψ(p,q); the minor with k = p and l = q gives ψ(i,j) = u_i v_j.

For diagonal A and B,

(Hψ)(i,j) = (a_i + b_j) ψ(i,j).

If Hψ = Eψ, then ψ(i,j) ≠ 0 implies a_i + b_j = E. Assume the degeneracy condition. A minor with i = k or j = l vanishes identically. Otherwise ψ(i,j) ψ(k,l) = 0, since two nonzero factors would give a_i + b_j = a_k + b_l = E. The same argument gives ψ(i,l) ψ(k,j) = 0. All minors vanish, so ψ is a product.

If the condition fails, some a_i + b_j = a_k + b_l has i ≠ k and j ≠ l. With basis vectors e_i, the normalised vector

(e_i⊗e_j + e_k⊗e_l)/√2

is an eigenvector, and its minor on these rows and columns is 1/2, so it is entangled.

For A = S diag(a) S⁻¹ and B = T diag(b) T⁻¹, the map S⁻¹⊗T⁻¹ takes eigenvectors of H to eigenvectors of the diagonal problem with the same E. Since (S⊗T)(u⊗v) = Su⊗Tv, mapping back preserves products. The inverse maps give the other direction.

Two identical subsystems with at least two levels always violate the condition, because a_i + a_j = a_j + a_i. For two two-level systems, only 00 with 11 and 01 with 10 need comparing.

```lean
import Mathlib

open Matrix
open scoped Kronecker

namespace ProductEigenvectors

variable {m n : Type*} [Fintype m] [Fintype n] [DecidableEq m] [DecidableEq n]

/-- The Hamiltonian `A ⊗ 1 + 1 ⊗ B` of two subsystems that do not interact. -/
def localSum (A : Matrix m m ℂ) (B : Matrix n n ℂ) : Matrix (m × n) (m × n) ℂ :=
  A ⊗ₖ (1 : Matrix n n ℂ) + (1 : Matrix m m ℂ) ⊗ₖ B

/-- A vector of the composite system is a product vector if its amplitudes factorise
as `u i * v j`. -/
def IsProduct {m n : Type*} (ψ : m × n → ℂ) : Prop :=
  ∃ (u : m → ℂ) (v : n → ℂ), ∀ i j, ψ (i, j) = u i * v j

/-- Every eigenvector of `A ⊗ 1 + 1 ⊗ B`, for every eigenvalue, is a product vector. -/
def AllEigenvectorsProduct (A : Matrix m m ℂ) (B : Matrix n n ℂ) : Prop :=
  ∀ (E : ℂ) (ψ : m × n → ℂ), ψ ≠ 0 → localSum A B *ᵥ ψ = E • ψ → IsProduct ψ

/-- The unnormalised superposition of the two basis products `(i, j)` and `(k, l)`,
for distinct pairs. -/
def pairState (i : m) (j : n) (k : m) (l : n) : m × n → ℂ :=
  fun p => if p = (i, j) ∨ p = (k, l) then 1 else 0

/-- A vector is a product vector exactly when all two-by-two minors of its array of
amplitudes vanish. -/
theorem isProduct_iff_minors {m n : Type*} (ψ : m × n → ℂ) :
    IsProduct ψ ↔ ∀ i j k l, ψ (i, j) * ψ (k, l) = ψ (i, l) * ψ (k, j) := by
  constructor
  · rintro ⟨u, v, h⟩ i j k l
    rw [h, h, h, h]
    ring
  · intro h
    by_cases h0 : ∀ i j, ψ (i, j) = 0
    · exact ⟨fun _ => 0, fun _ => 0, fun i j => by rw [h0, zero_mul]⟩
    · -- a nonzero amplitude fixes one column and one row, which serve as the factors
      push Not at h0
      obtain ⟨p, q, hpq⟩ := h0
      refine ⟨fun i => ψ (i, q), fun j => ψ (p, j) / ψ (p, q), fun i j => ?_⟩
      rw [← mul_div_assoc, eq_div_iff hpq]
      exact h i j p q

/-- For two uncoupled subsystems with diagonal Hamiltonians, the composite Hamiltonian multiplies
the amplitude at `(i, j)` by the sum `a i + b j`. -/
theorem localSum_diagonal_mulVec (a : m → ℂ) (b : n → ℂ) (ψ : m × n → ℂ) (i : m) (j : n) :
    (localSum (diagonal a) (diagonal b) *ᵥ ψ) (i, j) = (a i + b j) * ψ (i, j) := by
  have hd : localSum (diagonal a) (diagonal b)
      = diagonal (fun p : m × n => a p.1 + b p.2) := by
    ext ⟨i, j⟩ ⟨k, l⟩
    by_cases hi : i = k <;> by_cases hj : j = l <;>
      simp [localSum, Matrix.kroneckerMap_apply, hi, hj]
  rw [hd, Matrix.mulVec_diagonal]

/-- For diagonal subsystem Hamiltonians with `a i + b j = a k + b l`, `i ≠ k` and `j ≠ l`, the
superposition of the two basis products is an eigenvector of `A ⊗ 1 + 1 ⊗ B` that is not a product
vector. -/
theorem pairState_entangled (a : m → ℂ) (b : n → ℂ) {i k : m} {j l : n}
    (hik : i ≠ k) (hjl : j ≠ l) (h : a i + b j = a k + b l) :
    pairState i j k l ≠ 0 ∧
      localSum (diagonal a) (diagonal b) *ᵥ pairState i j k l
        = (a i + b j) • pairState i j k l ∧
      ¬ IsProduct (pairState i j k l) := by
  refine ⟨fun h0 => ?_, ?_, fun hp => ?_⟩
  · have := congrFun h0 (i, j)
    simp [pairState] at this
  · funext ⟨p, q⟩
    rw [localSum_diagonal_mulVec, Pi.smul_apply, smul_eq_mul]
    by_cases hs : (p, q) = (i, j) ∨ (p, q) = (k, l)
    · rcases hs with hs | hs
      · obtain ⟨rfl, rfl⟩ := Prod.mk.inj hs
        rfl
      · obtain ⟨rfl, rfl⟩ := Prod.mk.inj hs
        rw [h]
    · have hz : pairState i j k l (p, q) = 0 := if_neg hs
      rw [hz, mul_zero, mul_zero]
  · -- the minor on rows i, k and columns j, l equals one
    have := (isProduct_iff_minors _).1 hp i j k l
    simp [pairState, hik, hjl, hik.symm, hjl.symm] at this

/-- For diagonal subsystem Hamiltonians, every eigenvector of `A ⊗ 1 + 1 ⊗ B` is a product
vector if and only if `a i + b j = a k + b l` always forces `i = k` or `j = l`. -/
theorem allEigenvectorsProduct_diagonal_iff (a : m → ℂ) (b : n → ℂ) :
    AllEigenvectorsProduct (diagonal a) (diagonal b) ↔
      ∀ i j k l, a i + b j = a k + b l → i = k ∨ j = l := by
  constructor
  · intro H i j k l h
    by_contra hc
    obtain ⟨hik, hjl⟩ := not_or.1 hc
    obtain ⟨h0, hE, hp⟩ := pairState_entangled a b hik hjl h
    exact hp (H _ _ h0 hE)
  · intro h E ψ _ hψ
    -- an eigenvector lives on the pairs whose energies add up to E
    have hE : ∀ i j, ψ (i, j) ≠ 0 → a i + b j = E := by
      intro i j hne
      have h1 := congrFun hψ (i, j)
      rw [localSum_diagonal_mulVec, Pi.smul_apply, smul_eq_mul] at h1
      exact mul_right_cancel₀ hne h1
    have key : ∀ i j k l, i ≠ k → j ≠ l → ψ (i, j) * ψ (k, l) = 0 := by
      intro i j k l hik hjl
      by_contra hne
      have hs := (hE i j (left_ne_zero_of_mul hne)).trans
        (hE k l (right_ne_zero_of_mul hne)).symm
      exact (h i j k l hs).elim hik hjl
    rw [isProduct_iff_minors]
    intro i j k l
    by_cases hik : i = k
    · subst hik
      ring
    · by_cases hjl : j = l
      · subst hjl
        ring
      · rw [key i j k l hik hjl, key i l k j hik (Ne.symm hjl)]

omit [DecidableEq m] [DecidableEq n] in
/-- A local operation `S ⊗ T` maps product vectors to product vectors. -/
theorem IsProduct.kronecker_mulVec {ψ : m × n → ℂ} (h : IsProduct ψ)
    (S : Matrix m m ℂ) (T : Matrix n n ℂ) : IsProduct ((S ⊗ₖ T) *ᵥ ψ) := by
  obtain ⟨u, v, h⟩ := h
  refine ⟨S *ᵥ u, T *ᵥ v, fun i j => ?_⟩
  simp only [Matrix.mulVec, dotProduct, Fintype.sum_prod_type, Matrix.kroneckerMap_apply, h,
    Finset.sum_mul_sum]
  exact Finset.sum_congr rfl fun _ _ => Finset.sum_congr rfl fun _ _ => by ring

/-- If all eigenvectors of `A ⊗ 1 + 1 ⊗ B` are product vectors, this remains so after
invertible changes of basis `S` and `T` in the two subsystems. -/
theorem AllEigenvectorsProduct.conj {A : Matrix m m ℂ} {B : Matrix n n ℂ}
    (H : AllEigenvectorsProduct A B) (S : (Matrix m m ℂ)ˣ) (T : (Matrix n n ℂ)ˣ) :
    AllEigenvectorsProduct (S.val * A * (S⁻¹).val) (T.val * B * (T⁻¹).val) := by
  intro E ψ h0 hψ
  have hA : (S⁻¹).val * (S.val * A * (S⁻¹).val) = A * (S⁻¹).val := by
    simp only [← mul_assoc, Units.inv_mul, one_mul]
  have hB : (T⁻¹).val * (T.val * B * (T⁻¹).val) = B * (T⁻¹).val := by
    simp only [← mul_assoc, Units.inv_mul, one_mul]
  -- the inverse change of basis intertwines the two composite Hamiltonians
  have hI : localSum A B * ((S⁻¹).val ⊗ₖ (T⁻¹).val) = ((S⁻¹).val ⊗ₖ (T⁻¹).val) *
      localSum (S.val * A * (S⁻¹).val) (T.val * B * (T⁻¹).val) := by
    simp only [localSum, Matrix.add_mul, Matrix.mul_add, ← Matrix.mul_kronecker_mul,
      Matrix.one_mul, Matrix.mul_one, hA, hB]
  have hback : (S.val ⊗ₖ T.val) *ᵥ (((S⁻¹).val ⊗ₖ (T⁻¹).val) *ᵥ ψ) = ψ := by
    rw [Matrix.mulVec_mulVec, ← Matrix.mul_kronecker_mul, Units.mul_inv, Units.mul_inv,
      Matrix.one_kronecker_one, Matrix.one_mulVec]
  rw [← hback]
  refine IsProduct.kronecker_mulVec (H E _ (fun hz => h0 ?_) ?_) _ _
  · rw [← hback, hz, Matrix.mulVec_zero]
  · rw [Matrix.mulVec_mulVec, hI, ← Matrix.mulVec_mulVec, hψ, Matrix.mulVec_smul]

/-- For two uncoupled subsystems with diagonalisable Hamiltonians `S diag(a) S⁻¹` and
`T diag(b) T⁻¹`, all eigenvectors of the composite Hamiltonian are product vectors if and only if
`a i + b j = a k + b l` always forces `i = k` or `j = l`. -/
theorem allEigenvectorsProduct_iff (a : m → ℂ) (b : n → ℂ)
    (S : (Matrix m m ℂ)ˣ) (T : (Matrix n n ℂ)ˣ) :
    AllEigenvectorsProduct (S.val * diagonal a * (S⁻¹).val) (T.val * diagonal b * (T⁻¹).val) ↔
      ∀ i j k l, a i + b j = a k + b l → i = k ∨ j = l := by
  rw [← allEigenvectorsProduct_diagonal_iff]
  refine ⟨fun H => ?_, fun H => H.conj S T⟩
  have h := H.conj S⁻¹ T⁻¹
  simpa only [inv_inv, ← mul_assoc, Units.inv_mul, one_mul, Units.inv_mul_cancel_right] using h

/-- Two identical uncoupled subsystems with a diagonalisable Hamiltonian and at least two levels
always have a composite eigenvector that is not a product vector. -/
theorem identical_subsystems_entangled [Nontrivial m] (a : m → ℂ) (S : (Matrix m m ℂ)ˣ) :
    ¬ AllEigenvectorsProduct (S.val * diagonal a * (S⁻¹).val)
      (S.val * diagonal a * (S⁻¹).val) := by
  rw [allEigenvectorsProduct_iff]
  intro h
  obtain ⟨i, j, hij⟩ := exists_pair_ne m
  -- exchanging the two excitations costs no energy
  exact (h i j j i (add_comm _ _)).elim hij hij.symm

/-- For two uncoupled two-level systems with diagonal Hamiltonians, all eigenvectors of the
composite Hamiltonian are product vectors if and only if `a 0 + b 0 ≠ a 1 + b 1` and
`a 0 + b 1 ≠ a 1 + b 0`. -/
theorem two_qubits_iff (a b : Fin 2 → ℂ) :
    AllEigenvectorsProduct (diagonal a) (diagonal b) ↔
      a 0 + b 0 ≠ a 1 + b 1 ∧ a 0 + b 1 ≠ a 1 + b 0 := by
  rw [allEigenvectorsProduct_diagonal_iff]
  constructor
  · intro h
    exact ⟨fun e => by simpa using h 0 0 1 1 e, fun e => by simpa using h 0 1 1 0 e⟩
  · rintro ⟨h1, h2⟩ i j k l e
    fin_cases i <;> fin_cases j <;> fin_cases k <;> fin_cases l <;> simp_all

end ProductEigenvectors
```

```lean
#print axioms ProductEigenvectors.allEigenvectorsProduct_iff
#print axioms ProductEigenvectors.identical_subsystems_entangled
#print axioms ProductEigenvectors.two_qubits_iff
```

```
'ProductEigenvectors.allEigenvectorsProduct_iff' depends on axioms: [propext, Classical.choice, Quot.sound]
'ProductEigenvectors.identical_subsystems_entangled' depends on axioms: [propext, Classical.choice, Quot.sound]
'ProductEigenvectors.two_qubits_iff' depends on axioms: [propext, Classical.choice, Quot.sound]
```

## Complex levels, exact degeneracy and no coupling

In Lean, `m` and `n` are finite index types, not dimensions. `localSum` is H, and `AllEigenvectorsProduct` ranges over every complex E and every nonzero ψ. `S` and `T` are units of the matrix rings, hence invertible. They need not be unitary, so non-Hermitian diagonalisable matrices are included. `pairState` is the superposition above without the factor 1/√2.

The main theorem is `allEigenvectorsProduct_iff`. Its diagonal case uses `hE` for the support of ψ and `key` for the vanishing products, then splits on i = k and j = l. `pairState_entangled` supplies the converse. In `AllEigenvectorsProduct.conj`, `hI` carries the eigenvalue equation to the other basis and `hback` recovers ψ. `two_qubits_iff` goes through all index values.

Coupling terms and non-diagonalisable subsystems lie outside the hypotheses. When the condition fails, an entangled eigenvector exists, but a solver need not return it. The step from the theorem to a running code is rounding: the theorem compares sums for equality, while a solver can also mix levels whose sums are merely very close.
